# At high temperature the leading Keesom energy is twice the leading free energy for a mean-zero interaction on finitely many orientations

An effective pair potential that reproduces the orientation-averaged radial force is a free energy, not a mean energy. For an orientation-dependent interaction V that averages to zero over orientations, the free energy at high temperature is about −b⟨V²⟩/2 and the mean energy about −b⟨V²⟩, with b = 1/(k_B T) the inverse temperature. Here ⟨V²⟩ is the average over orientations without Boltzmann factors. For finitely many orientations with positive weights summing to one and a V whose average in this sense is zero, the file below proves both as leading terms for b → 0+, and proves that the mean energy tends to the minimum of V as b grows.

```lean
import Mathlib

open Filter Topology

namespace KeesomAveraging

noncomputable section

variable {ι : Type*} [Fintype ι]

/-- The sum of the Boltzmann factors `exp (-b V)` over all orientations, with coefficients `c`.
When `c` is the set of orientation weights, this is the partition function. -/
def boltzmannSum (c V : ι → ℝ) (b : ℝ) : ℝ :=
  ∑ i, c i * Real.exp (-b * V i)

/-- The Boltzmann mean of an observable `f` at inverse temperature `b`, for orientation weights
`w` and energy `V`; its domain is where the partition function is nonzero. -/
def thermalMean (w V f : ι → ℝ) (b : ℝ) : ℝ :=
  boltzmannSum (fun i => w i * f i) V b / boltzmannSum w V b

/-- The orientational free energy `-ln Z / b`, for `b ≠ 0` and positive partition function `Z`. -/
def freeEnergy (w V : ι → ℝ) (b : ℝ) : ℝ :=
  -Real.log (boltzmannSum w V b) / b

/-- The partition function is positive for positive weights that sum to one. -/
theorem boltzmannSum_pos {w : ι → ℝ} (hpos : ∀ i, 0 < w i) (hw : ∑ i, w i = 1)
    (V : ι → ℝ) (b : ℝ) : 0 < boltzmannSum w V b := by
  rcases isEmpty_or_nonempty ι with h | h
  · simp at hw
  · exact Finset.sum_pos (fun i _ => mul_pos (hpos i) (Real.exp_pos _)) Finset.univ_nonempty

/-- Differentiating a Boltzmann sum in the inverse temperature brings down a factor `-V`. -/
theorem hasDerivAt_boltzmannSum (c V : ι → ℝ) (b : ℝ) :
    HasDerivAt (boltzmannSum c V) (-boltzmannSum (fun i => c i * V i) V b) b := by
  unfold boltzmannSum
  rw [← Finset.sum_neg_distrib]
  refine HasDerivAt.fun_sum fun i _ => ?_
  have h : HasDerivAt (fun x : ℝ => -x * V i) (-1 * V i) b :=
    (hasDerivAt_id' b).fun_neg.mul_const (V i)
  exact (h.exp.const_mul (c i)).congr_deriv (by ring)

/-- Where the partition function `Z` is nonzero, the derivative of `-ln |Z|` in the inverse
temperature is the mean energy. -/
theorem hasDerivAt_neg_log {w V : ι → ℝ} {b : ℝ} (hZ : boltzmannSum w V b ≠ 0) :
    HasDerivAt (fun x => -Real.log (boltzmannSum w V x)) (thermalMean w V V b) b :=
  ((hasDerivAt_boltzmannSum w V b).log hZ).fun_neg.congr_deriv
    (by simp only [thermalMean]; ring)

/-- Where the partition function is nonzero, the derivative of the mean energy in the inverse
temperature is minus the thermal variance of the energy. -/
theorem hasDerivAt_thermalMean {w V : ι → ℝ} {b : ℝ} (hZ : boltzmannSum w V b ≠ 0) :
    HasDerivAt (thermalMean w V V)
      (-(thermalMean w V (fun i => V i ^ 2) b - thermalMean w V V b ^ 2)) b := by
  have h1 : HasDerivAt (boltzmannSum (fun i => w i * V i) V)
      (-boltzmannSum (fun i => w i * V i ^ 2) V b) b :=
    (hasDerivAt_boltzmannSum (fun i => w i * V i) V b).congr_deriv (by
      simp only [boltzmannSum]
      congr 1
      exact Finset.sum_congr rfl fun i _ => by ring)
  -- quotient rule
  refine (h1.fun_div (hasDerivAt_boltzmannSum w V b) hZ).congr_deriv ?_
  simp only [thermalMean]
  linear_combination (-boltzmannSum (fun i => w i * V i ^ 2) V b / boltzmannSum w V b) *
    mul_inv_cancel₀ hZ

/-- Keesom energy: for weights summing to one and an energy `V` of zero orientational mean, the mean
energy divided by `b` tends to minus the orientational mean of `V ^ 2` as `b → 0+`. -/
theorem keesom_energy {w V : ι → ℝ} (hw : ∑ i, w i = 1) (hV : ∑ i, w i * V i = 0) :
    Tendsto (fun b => thermalMean w V V b / b) (𝓝[>] 0) (𝓝 (-∑ i, w i * V i ^ 2)) := by
  have hZ : boltzmannSum w V 0 = 1 := by simp [boltzmannSum, hw]
  have hU : thermalMean w V V 0 = 0 := by simp [thermalMean, boltzmannSum, hV]
  have hm : thermalMean w V (fun i => V i ^ 2) 0 = ∑ i, w i * V i ^ 2 := by
    simp [thermalMean, boltzmannSum, hw]
  -- the limit is the slope of the mean energy at infinite temperature
  have h := (hasDerivAt_thermalMean (w := w) (V := V) (b := 0)
    (by rw [hZ]; exact one_ne_zero)).tendsto_slope_zero_right
  simpa [hU, hm, div_eq_inv_mul] using h

/-- Keesom free energy: for positive weights summing to one and an energy `V` of zero orientational
mean, the free energy divided by `b` tends to minus half the orientational mean of `V ^ 2` as
`b → 0+`. -/
theorem keesom_freeEnergy {w V : ι → ℝ} (hpos : ∀ i, 0 < w i) (hw : ∑ i, w i = 1)
    (hV : ∑ i, w i * V i = 0) :
    Tendsto (fun b => freeEnergy w V b / b) (𝓝[>] 0) (𝓝 (-(∑ i, w i * V i ^ 2) / 2)) := by
  have hd : ∀ b, HasDerivAt (fun x => -Real.log (boltzmannSum w V x)) (thermalMean w V V b) b :=
    fun b => hasDerivAt_neg_log (boltzmannSum_pos hpos hw V b).ne'
  have hsq : ∀ b : ℝ, HasDerivAt (fun x : ℝ => x ^ 2) (2 * b) b := fun b => by
    simpa using hasDerivAt_pow 2 b
  have hf : Tendsto (fun x => -Real.log (boltzmannSum w V x)) (𝓝[>] 0) (𝓝 0) := by
    have h := (hd 0).continuousAt.tendsto.mono_left (nhdsWithin_le_nhds (s := Set.Ioi 0))
    simpa [boltzmannSum, hw] using h
  have hg : Tendsto (fun x : ℝ => x ^ 2) (𝓝[>] 0) (𝓝 0) := by
    have h := (hsq 0).continuousAt.tendsto.mono_left (nhdsWithin_le_nhds (s := Set.Ioi 0))
    simpa using h
  have hq : Tendsto (fun b => thermalMean w V V b / (2 * b)) (𝓝[>] 0)
      (𝓝 (-(∑ i, w i * V i ^ 2) / 2)) :=
    ((keesom_energy hw hV).div_const 2).congr fun b => by rw [div_div, mul_comm b 2]
  have hne : ∀ᶠ b : ℝ in 𝓝[>] 0, 2 * b ≠ 0 := by
    filter_upwards [self_mem_nhdsWithin] with b hb
    exact mul_ne_zero two_ne_zero (ne_of_gt hb)
  -- L'Hôpital's rule for `-ln Z / b ^ 2` supplies the factor one half
  have h := HasDerivAt.lhopital_zero_nhdsGT (Eventually.of_forall hd)
    (Eventually.of_forall hsq) hne hf hg hq
  exact h.congr fun b => by rw [freeEnergy, div_div, pow_two]

/-- For positive weights summing to one and an energy of zero orientational mean that is not
identically zero, the mean energy is negative at every positive inverse temperature. -/
theorem thermalMean_neg {w V : ι → ℝ} (hpos : ∀ i, 0 < w i) (hw : ∑ i, w i = 1)
    (hV : ∑ i, w i * V i = 0) (hne : ∃ i, V i ≠ 0) {b : ℝ} (hb : 0 < b) :
    thermalMean w V V b < 0 := by
  -- the Boltzmann factor lowers every nonzero contribution
  have key : ∀ x : ℝ, x ≠ 0 → x * Real.exp (-b * x) < x := by
    intro x hx
    rcases lt_or_gt_of_ne hx with h | h
    · have h1 : 1 < Real.exp (-b * x) := Real.one_lt_exp_iff.mpr (by nlinarith)
      nlinarith
    · have h1 : Real.exp (-b * x) < 1 := Real.exp_lt_one_iff.mpr (by nlinarith)
      nlinarith
  refine div_neg_of_neg_of_pos ?_ (boltzmannSum_pos hpos hw V b)
  rw [← hV]
  obtain ⟨j, hj⟩ := hne
  refine Finset.sum_lt_sum (fun i _ => ?_) ⟨j, Finset.mem_univ j, ?_⟩
  · rcases eq_or_ne (V i) 0 with h | h
    · simp [h]
    · nlinarith [mul_lt_mul_of_pos_left (key _ h) (hpos i)]
  · nlinarith [mul_lt_mul_of_pos_left (key _ hj) (hpos j)]

/-- For positive weights summing to one and `b > 0`, the mean energy lies above the minimum
energy by at most `1 / (w₀ b)`, where `w₀` is the weight of an orientation of minimum energy. -/
theorem thermalMean_sub_min_bounds {w V : ι → ℝ} (hpos : ∀ i, 0 < w i) (hw : ∑ i, w i = 1)
    {i₀ : ι} (hmin : ∀ i, V i₀ ≤ V i) {b : ℝ} (hb : 0 < b) :
    0 ≤ thermalMean w V V b - V i₀ ∧ thermalMean w V V b - V i₀ ≤ 1 / (w i₀ * b) := by
  have hZ := boltzmannSum_pos hpos hw V b
  constructor
  · rw [sub_nonneg, thermalMean, le_div_iff₀ hZ]
    simp only [boltzmannSum, Finset.mul_sum]
    refine Finset.sum_le_sum fun i _ => ?_
    nlinarith [mul_le_mul_of_nonneg_left (hmin i)
      (mul_pos (hpos i) (Real.exp_pos (-b * V i))).le]
  · -- each excitation energy is controlled by `x + 1 ≤ exp x`
    have hterm : ∀ i, b * (V i - V i₀) * Real.exp (-b * V i) ≤ Real.exp (-b * V i₀) := by
      intro i
      have he : Real.exp (-b * V i₀) =
          Real.exp (b * (V i - V i₀)) * Real.exp (-b * V i) := by
        rw [← Real.exp_add]
        congr 1
        ring
      rw [he]
      exact mul_le_mul_of_nonneg_right
        (by linarith [Real.add_one_le_exp (b * (V i - V i₀))]) (Real.exp_pos _).le
    have hsum : b * (boltzmannSum (fun i => w i * V i) V b - V i₀ * boltzmannSum w V b)
        ≤ Real.exp (-b * V i₀) := by
      calc b * (boltzmannSum (fun i => w i * V i) V b - V i₀ * boltzmannSum w V b)
          = ∑ i, w i * (b * (V i - V i₀) * Real.exp (-b * V i)) := by
            simp only [boltzmannSum, Finset.mul_sum, ← Finset.sum_sub_distrib]
            exact Finset.sum_congr rfl fun i _ => by ring
        _ ≤ ∑ i, w i * Real.exp (-b * V i₀) :=
            Finset.sum_le_sum fun i _ => mul_le_mul_of_nonneg_left (hterm i) (hpos i).le
        _ = Real.exp (-b * V i₀) := by rw [← Finset.sum_mul, hw, one_mul]
    have hground : w i₀ * Real.exp (-b * V i₀) ≤ boltzmannSum w V b :=
      Finset.single_le_sum (f := fun i => w i * Real.exp (-b * V i))
        (fun i _ => (mul_pos (hpos i) (Real.exp_pos _)).le) (Finset.mem_univ i₀)
    have hU : thermalMean w V V b - V i₀ =
        (boltzmannSum (fun i => w i * V i) V b - V i₀ * boltzmannSum w V b) /
          boltzmannSum w V b := by
      rw [thermalMean, sub_div, mul_div_cancel_right₀ _ hZ.ne']
    rw [hU, le_div_iff₀ (mul_pos (hpos i₀) hb), div_mul_eq_mul_div, div_le_one hZ]
    linarith [mul_le_mul_of_nonneg_left hsum (hpos i₀).le]

/-- For positive weights summing to one, the mean energy tends to the minimum energy as the
inverse temperature grows. -/
theorem thermalMean_tendsto_min {w V : ι → ℝ} (hpos : ∀ i, 0 < w i) (hw : ∑ i, w i = 1)
    {i₀ : ι} (hmin : ∀ i, V i₀ ≤ V i) :
    Tendsto (thermalMean w V V) atTop (𝓝 (V i₀)) := by
  have hup : Tendsto (fun b : ℝ => V i₀ + 1 / (w i₀ * b)) atTop (𝓝 (V i₀ + 0)) :=
    tendsto_const_nhds.add
      (tendsto_const_nhds.div_atTop (tendsto_id.const_mul_atTop (hpos i₀)))
  rw [add_zero] at hup
  refine tendsto_of_tendsto_of_tendsto_of_le_of_le' tendsto_const_nhds hup ?_ ?_
  · filter_upwards [eventually_gt_atTop 0] with b hb
    linarith [(thermalMean_sub_min_bounds hpos hw hmin hb).1]
  · filter_upwards [eventually_gt_atTop 0] with b hb
    linarith [(thermalMean_sub_min_bounds hpos hw hmin hb).2]

/-- Inverse sixth-power law: for weights summing to one and an interaction `g / r ^ 3` with `r ≠ 0`
and `g` of zero orientational mean, `r ^ 6 U / b`, with `U` the mean energy, tends to minus the
orientational mean of `g ^ 2` as `b → 0+`. -/
theorem keesom_inverse_sixth {w g : ι → ℝ} (hw : ∑ i, w i = 1) (hg : ∑ i, w i * g i = 0)
    {r : ℝ} (hr : r ≠ 0) :
    Tendsto (fun b => r ^ 6 *
        (thermalMean w (fun i => g i / r ^ 3) (fun i => g i / r ^ 3) b / b))
      (𝓝[>] 0) (𝓝 (-∑ i, w i * g i ^ 2)) := by
  have hV : ∑ i, w i * (g i / r ^ 3) = 0 := by
    simp only [← mul_div_assoc, ← Finset.sum_div, hg, zero_div]
  have hlim : r ^ 6 * (-∑ i, w i * (g i / r ^ 3) ^ 2) = -∑ i, w i * g i ^ 2 := by
    rw [mul_neg, Finset.mul_sum]
    congr 1
    refine Finset.sum_congr rfl fun i _ => ?_
    field_simp
  rw [← hlim]
  exact (keesom_energy hw hV).const_mul (r ^ 6)

end

end KeesomAveraging
```

```lean
#print axioms KeesomAveraging.keesom_freeEnergy
#print axioms KeesomAveraging.thermalMean_neg
#print axioms KeesomAveraging.thermalMean_tendsto_min
#print axioms KeesomAveraging.keesom_inverse_sixth
```

```
'KeesomAveraging.keesom_freeEnergy' depends on axioms: [propext, Classical.choice, Quot.sound]
'KeesomAveraging.thermalMean_neg' depends on axioms: [propext, Classical.choice, Quot.sound]
'KeesomAveraging.thermalMean_tendsto_min' depends on axioms: [propext, Classical.choice, Quot.sound]
'KeesomAveraging.keesom_inverse_sixth' depends on axioms: [propext, Classical.choice, Quot.sound]
```

## Weights, energies and the two limits

The finite type `ι` labels the orientations, or joint orientations of a pair of molecules. Orientation i has weight wᵢ and energy Vᵢ. The definitions are

Z(b) = ∑ᵢ wᵢ exp(−bVᵢ)

⟨f⟩(b) = ∑ᵢ wᵢ fᵢ exp(−bVᵢ) / Z(b)

U(b) = ⟨V⟩(b), A(b) = −ln Z(b) / b.

In Lean these are `boltzmannSum w V b`, `thermalMean w V f b`, `thermalMean w V V b` and `freeEnergy w V b`. In `thermalMean` the first function after the weights is the energy in the exponent and the second is the observable. Without an argument, ⟨f⟩ means the unbiased average ∑ᵢ wᵢ fᵢ.

`keesom_energy` says that U/b → −⟨V²⟩, and `keesom_freeEnergy` that A/b → −⟨V²⟩/2. The filter `𝓝[>] 0` means that b approaches zero through positive values, so the temperature rises without bound. Both theorems assume that V has zero mean. Of the weights, the first assumes only that they sum to one; the second also assumes them positive, which keeps the logarithm's argument positive.

The hypothesis `hV`, ∑ᵢ wᵢ Vᵢ = 0, says that the interaction cancels when all orientations are sampled without thermal bias, as it does for two freely rotating dipoles. It is assumed for a general V. The low-temperature theorems do not use it; they take an orientation `i₀` of minimum energy.

The model is classical, with the distance held fixed and no polarisation. Its averages are finite sums, and no passage to a continuum of orientations is made.

## Expansion at high temperature

Differentiating Z brings down a factor −Vᵢ in each term, so

d(−ln Z)/db = ∑ᵢ wᵢ Vᵢ exp(−bVᵢ) / Z = U.

The quotient rule applied to U gives minus the thermal variance:

dU/db = −(⟨V²⟩(b) − U(b)²).

At b = 0 every exponential is 1, so Z(0) = 1, U(0) = ⟨V⟩ = 0 and dU/db = −⟨V²⟩. Since U(0) = 0, the ratio U(b)/b is the difference quotient of U at zero and tends to that slope.

For the free energy, A/b = −ln Z / b². Numerator and denominator both tend to zero, and the ratio of their derivatives is

U(b)/(2b) → −⟨V²⟩/2.

The lemmas `hasDerivAt_boltzmannSum`, `hasDerivAt_neg_log` and `hasDerivAt_thermalMean` are these three derivatives. `keesom_energy` then reads off the slope with `tendsto_slope_zero_right`.

The sign of U holds beyond leading order. For b > 0 and x ≠ 0, x exp(−bx) < x, because the exponential shrinks positive x and enlarges the magnitude of negative x. Summing with the weights gives a numerator below ⟨V⟩ = 0, so U(b) < 0 unless V vanishes everywhere. This is `thermalMean_neg`.

## L'Hôpital's rule as a Mathlib lemma

The factor one half comes from `HasDerivAt.lhopital_zero_nhdsGT`. It asks for derivatives of numerator and denominator to the right of zero, a denominator derivative that is nonzero there, both functions tending to zero, and a limit for the ratio of derivatives.

The denominator's derivative 2b vanishes at b = 0 but nowhere to its right, which is all that the one-sided rule asks of it; `hne` records this. The last requirement, `hq`, is `keesom_energy` divided by two, so no second-order Taylor expansion of ln Z is needed. A final rewriting turns −ln Z / b² into A/b.

## Approach to the minimum at low temperature

Write V₀ and w₀ for the energy and weight of `i₀`. Then

U − V₀ = ∑ᵢ wᵢ (Vᵢ − V₀) exp(−bVᵢ) / Z ≥ 0.

For the upper bound, put x = b(Vᵢ − V₀) in x + 1 ≤ exp x. This gives x ≤ exp x, and multiplying by exp(−bVᵢ) yields

b(Vᵢ − V₀) exp(−bVᵢ) ≤ exp(−bV₀).

Averaging over i gives bZ(U − V₀) ≤ exp(−bV₀). Since Z contains the term w₀ exp(−bV₀) and its other terms are positive,

0 ≤ U(b) − V₀ ≤ 1/(w₀b) for b > 0.

These steps are `hterm`, `hsum` and `hground` in `thermalMean_sub_min_bounds`. `thermalMean_tendsto_min` squeezes U between V₀ and V₀ + 1/(w₀b). The bound is enough for the limit but is not the true rate: with finitely many orientations and a V that is not constant, U − V₀ falls off at large b in proportion to exp(−bΔ), where Δ is the gap between the two lowest distinct energies.

## Two dipoles on a 36-point grid

For an interaction Vᵢ = gᵢ/r³ with ⟨g⟩ = 0, squaring gives ⟨V²⟩ = ⟨g²⟩/r⁶. `keesom_inverse_sixth` accordingly states that r⁶U/b → −⟨g²⟩ at each fixed r ≠ 0. The leading form is useful where b|V| is small, which fails at short range.

Let each of two dipoles point along ±x, ±y or ±z, with the separation along z and weight 1/36 for each pair. With C the product of the dipole moments divided by 4πε₀, g is ±C for the eight pairs lying both along x or both along y, ±2C for the four pairs both along z, and zero otherwise. The signs cancel in the mean, and

⟨g²⟩ = (8C² + 4·4C²)/36 = 2C²/3.

Hence U ≈ −2C²b/(3r⁶) and A ≈ −C²b/(3r⁶) at small b, while U tends to −2C/r³ at large b if C > 0.

A program can evaluate the same sums in a loop over the grid. Subtracting the minimum energy inside the exponentials avoids overflow at large b; it leaves U unchanged, while for A the minimum has to be added back. For a single pair with such a finite orientation set, A is the effective potential for the radial force, because −dA/dr at fixed b is the thermally averaged radial force; U is the mean interaction energy. With more than two molecules, summing A over pairs is in general an approximation, since the orientations are shared between pairs.
